# Started from zero with c > 0, the iteration x ↦ b + c x² diverges if 4bc > 1 and converges with error close to 1/(cn) if 4bc = 1

Before raising the iteration limit for a stalled amplitude equation, check whether the equation still has a real solution. For a single amplitude x = b + c x² with c > 0, there is no real solution if 4bc > 1, and undamped iteration from zero then runs off to infinity; at 4bc = 1 it approaches 1/(2c) so slowly that the error after n updates falls only like 1/(cn).

```lean
import Mathlib

open Filter Topology

namespace CriticalAmplitudeIteration

noncomputable section

/-- The `n`-th iterate of the amplitude equation `x = b + c x²`, started from `x₀`. -/
def amplitude (b c x₀ : ℝ) : ℕ → ℝ
  | 0 => x₀
  | n + 1 => b + c * amplitude b c x₀ n ^ 2

/-- The distance of the `n`-th iterate below `1/(2c)`, multiplied by the coupling `c`,
for `c ≠ 0`. -/
def scaledError (b c x₀ : ℝ) (n : ℕ) : ℝ :=
  c * (1 / (2 * c) - amplitude b c x₀ n)

/-- For `c > 0`, one update changes the amplitude by a square, which vanishes at `1/(2c)`,
plus the constant `b - 1/(4c)`. -/
theorem amplitude_step {b c : ℝ} (hc : 0 < c) (x₀ : ℝ) (n : ℕ) :
    amplitude b c x₀ (n + 1) - amplitude b c x₀ n
      = c * (amplitude b c x₀ n - 1 / (2 * c)) ^ 2 + (b - 1 / (4 * c)) := by
  have e : amplitude b c x₀ (n + 1) = b + c * amplitude b c x₀ n ^ 2 := rfl
  rw [e]
  field_simp
  ring

/-- A real sequence that grows by at least a fixed `δ > 0` in every step tends to infinity. -/
theorem tendsto_atTop_of_step {u : ℕ → ℝ} {δ : ℝ} (hδ : 0 < δ)
    (h : ∀ n, u n + δ ≤ u (n + 1)) : Tendsto u atTop atTop := by
  have hb : ∀ n : ℕ, u 0 + (n : ℝ) * δ ≤ u n := by
    intro n
    induction n with
    | zero => simp
    | succ n ih =>
      push_cast
      linarith [h n]
  exact tendsto_atTop_mono hb (tendsto_atTop_add_const_left _ _
    (Tendsto.atTop_mul_const hδ tendsto_natCast_atTop_atTop))

/-- Above the critical coupling, `4bc > 1` with `c > 0`, the amplitude iteration tends to
infinity from every real starting value. -/
theorem supercritical_diverges {b c : ℝ} (hc : 0 < c) (h : 1 < 4 * b * c) (x₀ : ℝ) :
    Tendsto (amplitude b c x₀) atTop atTop := by
  have hδ : 0 < b - 1 / (4 * c) := by
    rw [sub_pos, div_lt_iff₀ (by positivity)]
    linarith
  refine tendsto_atTop_of_step hδ fun n => ?_
  linarith [amplitude_step (b := b) hc x₀ n,
    mul_nonneg hc.le (sq_nonneg (amplitude b c x₀ n - 1 / (2 * c)))]

/-- At the critical coupling `4bc = 1` with `c > 0`, the iteration tends to infinity from every
starting value above `1/(2c)`. -/
theorem critical_diverges_above {b c x₀ : ℝ} (hc : 0 < c) (h : 4 * b * c = 1)
    (hx : 1 / (2 * c) < x₀) : Tendsto (amplitude b c x₀) atTop atTop := by
  have hb : b - 1 / (4 * c) = 0 := by
    rw [sub_eq_zero, eq_div_iff (by positivity)]
    linarith
  -- the iterates never fall below the starting value
  have hm : ∀ n, x₀ ≤ amplitude b c x₀ n := by
    intro n
    induction n with
    | zero => exact le_rfl
    | succ n ih =>
      linarith [amplitude_step (b := b) hc x₀ n,
        mul_nonneg hc.le (sq_nonneg (amplitude b c x₀ n - 1 / (2 * c)))]
  refine tendsto_atTop_of_step (mul_pos hc (pow_pos (sub_pos.2 hx) 2)) fun n => ?_
  have h1 : c * (x₀ - 1 / (2 * c)) ^ 2 ≤ c * (amplitude b c x₀ n - 1 / (2 * c)) ^ 2 :=
    mul_le_mul_of_nonneg_left
      (pow_le_pow_left₀ (sub_pos.2 hx).le (sub_le_sub_right (hm n) _) 2) hc.le
  linarith [amplitude_step (b := b) hc x₀ n]

/-- At the critical coupling `4bc = 1` with `c > 0`, the scaled error `d` obeys the
parameter-free recursion `d ↦ d (1 - d)`. -/
theorem scaledError_succ {b c : ℝ} (hc : 0 < c) (h : 4 * b * c = 1) (x₀ : ℝ) (n : ℕ) :
    scaledError b c x₀ (n + 1) = scaledError b c x₀ n * (1 - scaledError b c x₀ n) := by
  have hk : c * (1 / (2 * c)) = 1 / 2 := by field_simp
  have e : ∀ m, scaledError b c x₀ m = 1 / 2 - c * amplitude b c x₀ m := by
    intro m
    unfold scaledError
    rw [mul_sub, hk]
  have s : amplitude b c x₀ (n + 1) = b + c * amplitude b c x₀ n ^ 2 := rfl
  rw [e, e, s]
  linear_combination (-1 / 4) * h

/-- At the critical coupling `4bc = 1` with `c > 0`, a start with `|x₀| < 1/(2c)` keeps the
scaled error strictly between 0 and 1. -/
theorem scaledError_mem {b c x₀ : ℝ} (hc : 0 < c) (h : 4 * b * c = 1)
    (hx : |x₀| < 1 / (2 * c)) (n : ℕ) :
    0 < scaledError b c x₀ n ∧ scaledError b c x₀ n < 1 := by
  induction n with
  | zero =>
    have hk : c * (1 / (2 * c)) = 1 / 2 := by field_simp
    have h1 := mul_lt_mul_of_pos_left (abs_lt.1 hx).1 hc
    have h2 := mul_lt_mul_of_pos_left (abs_lt.1 hx).2 hc
    rw [mul_neg, hk] at h1
    rw [hk] at h2
    have e : scaledError b c x₀ 0 = c * (1 / (2 * c) - x₀) := rfl
    rw [e, mul_sub, hk]
    constructor <;> linarith
  | succ n ih =>
    rw [scaledError_succ hc h]
    exact ⟨mul_pos ih.1 (by linarith [ih.2]),
      by nlinarith [ih.2, sq_nonneg (scaledError b c x₀ n)]⟩

/-- At the critical coupling `4bc = 1` with `c > 0` and `|x₀| < 1/(2c)`, the inverse scaled
error `1/d` grows by `1/(1 - d)` in each step. -/
theorem inverse_error_step {b c x₀ : ℝ} (hc : 0 < c) (h : 4 * b * c = 1)
    (hx : |x₀| < 1 / (2 * c)) (n : ℕ) :
    1 / scaledError b c x₀ (n + 1)
      = 1 / scaledError b c x₀ n + 1 / (1 - scaledError b c x₀ n) := by
  obtain ⟨h0, h1⟩ := scaledError_mem hc h hx n
  rw [scaledError_succ hc h, div_add_div _ _ h0.ne' (sub_pos.2 h1).ne']
  congr 1
  ring

/-- At the critical coupling `4bc = 1` with `c > 0` and `|x₀| < 1/(2c)`, the `n`-th iterate lies
below `1/(2c)` by less than `1/(c(n+1))`. -/
theorem critical_error_bound {b c x₀ : ℝ} (hc : 0 < c) (h : 4 * b * c = 1)
    (hx : |x₀| < 1 / (2 * c)) (n : ℕ) :
    0 < 1 / (2 * c) - amplitude b c x₀ n ∧
      1 / (2 * c) - amplitude b c x₀ n < 1 / (c * ((n : ℝ) + 1)) := by
  -- the inverse scaled error gains more than one per step
  have growth : (n : ℝ) + 1 < 1 / scaledError b c x₀ n := by
    induction n with
    | zero =>
      obtain ⟨h0, h1⟩ := scaledError_mem hc h hx 0
      rw [Nat.cast_zero, zero_add]
      exact one_lt_one_div h0 h1
    | succ n ih =>
      obtain ⟨h0, h1⟩ := scaledError_mem hc h hx n
      have h2 : 1 < 1 / (1 - scaledError b c x₀ n) :=
        one_lt_one_div (by linarith) (by linarith)
      rw [inverse_error_step hc h hx]
      push_cast
      linarith
  have h0 := (scaledError_mem hc h hx n).1
  have h1 := (lt_div_iff₀ h0).1 growth
  unfold scaledError at h0 h1
  refine ⟨pos_of_mul_pos_right h0 hc.le, ?_⟩
  rw [lt_div_iff₀ (by positivity)]
  linarith

/-- At the critical coupling `4bc = 1` with `c > 0` and `|x₀| < 1/(2c)`, the iterates converge to
`1/(2c)`, the ratio of successive errors tends to 1, and `n` times the error tends to `1/c`. -/
theorem critical_asymptotics {b c x₀ : ℝ} (hc : 0 < c) (h : 4 * b * c = 1)
    (hx : |x₀| < 1 / (2 * c)) :
    Tendsto (amplitude b c x₀) atTop (𝓝 (1 / (2 * c))) ∧
    Tendsto (fun n : ℕ => (1 / (2 * c) - amplitude b c x₀ (n + 1)) /
      (1 / (2 * c) - amplitude b c x₀ n)) atTop (𝓝 1) ∧
    Tendsto (fun n : ℕ => (n : ℝ) * (1 / (2 * c) - amplitude b c x₀ n))
      atTop (𝓝 (1 / c)) := by
  have hd : Tendsto (scaledError b c x₀) atTop (𝓝 0) := by
    refine squeeze_zero (fun n => (scaledError_mem hc h hx n).1.le) (fun n => ?_)
      (tendsto_one_div_add_atTop_nhds_zero_nat (𝕜 := ℝ))
    have h1 := (lt_div_iff₀ (by positivity)).1 (critical_error_bound hc h hx n).2
    rw [le_div_iff₀ (by positivity)]
    unfold scaledError
    linarith
  have hs : Tendsto (fun n => 1 - scaledError b c x₀ n) atTop (𝓝 1) := by
    have := hd.const_sub 1
    rwa [sub_zero] at this
  refine ⟨?_, ?_, ?_⟩
  · have h1 := (hd.div_const c).const_sub (1 / (2 * c))
    rw [zero_div, sub_zero] at h1
    refine h1.congr fun n => ?_
    simp only [scaledError]
    rw [mul_div_cancel_left₀ _ hc.ne']
    ring
  · refine hs.congr fun n => ?_
    have t : c * (1 / (2 * c) - amplitude b c x₀ (n + 1))
        = c * (1 / (2 * c) - amplitude b c x₀ n) * (1 - scaledError b c x₀ n) :=
      scaledError_succ hc h x₀ n
    rw [eq_div_iff (critical_error_bound hc h hx n).1.ne']
    exact mul_left_cancel₀ hc.ne' (by linear_combination -t)
  · -- the increments of the inverse error tend to 1, hence so do their averages
    have hu : Tendsto (fun n => 1 / scaledError b c x₀ (n + 1) - 1 / scaledError b c x₀ n)
        atTop (𝓝 1) := by
      have h1 := hs.inv₀ one_ne_zero
      rw [inv_one] at h1
      refine h1.congr fun n => ?_
      rw [inverse_error_step hc h hx, add_sub_cancel_left, one_div]
    have h2 := hu.cesaro
    have h3 : Tendsto (fun n : ℕ => (n : ℝ)⁻¹ * (1 / scaledError b c x₀ 0)) atTop (𝓝 0) := by
      have := (tendsto_inv_atTop_zero.comp
        (tendsto_natCast_atTop_atTop (R := ℝ))).mul_const (1 / scaledError b c x₀ 0)
      rwa [zero_mul] at this
    have h4 : Tendsto (fun n : ℕ => (n : ℝ)⁻¹ * (1 / scaledError b c x₀ n)) atTop (𝓝 1) := by
      have h5 := h2.add h3
      rw [add_zero] at h5
      refine h5.congr fun n => ?_
      rw [Finset.sum_range_sub (fun k => 1 / scaledError b c x₀ k)]
      ring
    -- invert the limit and restore the coupling
    have h6 := (h4.inv₀ one_ne_zero).div_const c
    rw [inv_one] at h6
    refine h6.congr fun n => ?_
    rw [mul_inv, inv_inv, one_div, inv_inv]
    simp only [scaledError]
    rw [mul_left_comm, mul_div_cancel_left₀ _ hc.ne']

/-- Started from zero with `c > 0`, the amplitude iteration tends to infinity if `4bc > 1`; if
`4bc = 1` it converges to `1/(2c)`, with `n` times the error tending to `1/c`. -/
theorem amplitude_from_zero {b c : ℝ} (hc : 0 < c) :
    (1 < 4 * b * c → Tendsto (amplitude b c 0) atTop atTop) ∧
    (4 * b * c = 1 → Tendsto (amplitude b c 0) atTop (𝓝 (1 / (2 * c))) ∧
      Tendsto (fun n : ℕ => (n : ℝ) * (1 / (2 * c) - amplitude b c 0 n))
        atTop (𝓝 (1 / c))) := by
  refine ⟨fun h => supercritical_diverges hc h 0, fun h => ?_⟩
  have hx : |(0 : ℝ)| < 1 / (2 * c) := by
    rw [abs_zero]
    positivity
  obtain ⟨h1, -, h3⟩ := critical_asymptotics hc h hx
  exact ⟨h1, h3⟩

end

end CriticalAmplitudeIteration
```

```lean
#print axioms CriticalAmplitudeIteration.critical_diverges_above
#print axioms CriticalAmplitudeIteration.amplitude_from_zero
```

```
'CriticalAmplitudeIteration.critical_diverges_above' depends on axioms: [propext, Classical.choice, Quot.sound]
'CriticalAmplitudeIteration.amplitude_from_zero' depends on axioms: [propext, Classical.choice, Quot.sound]
```

## An excitation amplitude at an instability

Ring coupled-cluster doubles, restricted to one excitation, gives the equation B + 2At + Bt² = 0 for the doubles amplitude t. Here A > 0 is the excitation energy including its diagonal interaction, and B couples the excitation to the corresponding de-excitation. Solving for the linear term with B < 0 gives x = b + c x² with x = t and b = c = |B|/(2A). The condition 4bc = 1 then means |B| = A, where the random-phase frequency √(A² − B²) vanishes. In this one-amplitude model, the 1/n convergence therefore occurs at the instability itself.

At that point c = 1/2 and the limit is 1. An error of 0.02 then changes the amplitude by only 0.0002 in the next update, so a small change is a poor measure of the remaining error.

## What the theorems assert

`amplitude b c x₀ n` is the iterate x(n), with x(0) = x₀. `Tendsto … atTop atTop` means divergence to +∞, and `𝓝` marks a finite limit. The comments in the code call c the coupling, while "critical coupling" refers to the product condition 4bc = 1. Only c > 0 is assumed; b > 0 follows in both regimes.

`amplitude_from_zero` states the two cases for x₀ = 0, including n(1/(2c) − x(n)) → 1/c at 4bc = 1. `critical_asymptotics` extends the critical case to |x₀| < 1/(2c) and adds that the ratio of successive errors tends to 1, which is what makes the convergence sublinear. For 4bc > 1 every real start diverges; at 4bc = 1, so does every start above 1/(2c).

The range 4bc < 1, damping and extrapolation are left out. Applying the result to a real calculation requires reducing its many coupled amplitudes to one scalar equation with constant b and c, a step the hypotheses do not supply.

## Divergence from a completed square

Subtracting x(n) from its update and completing the square gives `amplitude_step`:

x(n+1) − x(n) = c(x(n) − 1/(2c))² + b − 1/(4c).

If 4bc > 1, every step is at least δ = b − 1/(4c) > 0, so x(n) ≥ x₀ + nδ. The lemma `tendsto_atTop_of_step` proves this bound by induction and passes to the limit.

If 4bc = 1, the constant vanishes and the iterates never decrease. From a start above 1/(2c), each step is therefore at least c(x₀ − 1/(2c))² > 0, and the same lemma applies.

## The 1/n law from the inverse error

Let 4bc = 1 and |x₀| < 1/(2c). The scaled error, `scaledError` in the code, is

d(n) = c(1/(2c) − x(n)) = 1/2 − c x(n).

Since bc = 1/4, `scaledError_succ` finds

d(n+1) = 1/4 − (1/2 − d(n))² = d(n)(1 − d(n)).

The start gives 0 < d(0) < 1, and the recursion preserves these bounds (`scaledError_mem`). Taking the inverse and splitting the fraction gives `inverse_error_step`:

1/d(n+1) = 1/d(n) + 1/(1 − d(n)).

Each increment exceeds 1, and so does 1/d(0). Induction gives 1/d(n) > n + 1, which `critical_error_bound` turns into

0 < 1/(2c) − x(n) < 1/(c(n+1)).

Hence d(n) → 0 and x(n) → 1/(2c). The ratio of successive errors is 1 − d(n), which tends to 1.

The increments 1/(1 − d(n)) also tend to 1. Summing them for n ≥ 1 gives

1/(n d(n)) = 1/(n d(0)) + (1/n) Σₖ₌₀ⁿ⁻¹ 1/(1 − d(k)).

The first term vanishes in the limit, and the average tends to 1; in Lean this is `hu.cesaro`, with `Finset.sum_range_sub` collapsing the sum of differences. Thus n d(n) → 1, and division by c gives the stated rate.

## A version with one parameter

Setting y = c x turns the iteration into y ↦ g + y² with g = bc. The threshold becomes g = 1/4 and the critical law n(1/2 − y(n)) → 1. That formulation would also take in negative c, where x diverges to −∞ above threshold, but y would have to be divided by c to recover the original amplitude.
